# For a simple eigenstate of a real symmetric matrix, the Hylleraas functional is bounded below if and only if the state is lowest

## A minimisation that runs away

Take a two-level system with energies 0 and 1, perturb it by an off-diagonal coupling of strength 1, and ask for the second-order energy of the upper state. The sum over states gives $1^2/(1-0)=1$. Now try to find the same number by minimising the second-order functional over corrections $f=(t,0)$, which are orthogonal to the upper state $(0,1)$. The functional is $2t-t^2$. The correct value 1 is there, at $t=1$, but it is the maximum, and a minimiser goes to $-\infty$.

For the ground state of the same system the procedure works. The question is which states allow it.

## The functional and the criterion

Let $H_0$ be a real symmetric matrix, $V$ a real matrix, and $\psi$ a unit eigenvector of $H_0$ with eigenvalue $E$. For $f$ orthogonal to $\psi$ define

$$J(f)=\langle f,(H_0-E)f\rangle+2\langle f,V\psi\rangle .$$

The functional is often written with $V-\langle\psi,V\psi\rangle$ in place of $V$; on this trial space the extra term vanishes.

If $E$ is simple, $J$ is bounded below if and only if no eigenvalue of $H_0$ lies below $E$. This is `bddBelow_iff_isLowest`. The size of $V$ plays no part: even for $V=0$ an excited state has no lower bound.

The Lean objects correspond to the physics as follows.

- States are real vectors `n → ℝ` over a finite index type, and operators are real matrices. The scalar product `⬝ᵥ` is the plain dot product, so the basis is orthonormal.
- `hylleraas H0 V E ψ f` is $J(f)$, and `trialSpace ψ` is the set of vectors orthogonal to $\psi$. The image `hylleraas H0 V E ψ '' trialSpace ψ` is the set of values that $J$ takes there, and `BddBelow` says that this set has a lower bound.
- `IsSimpleEigenstate` says that $\psi$ has norm 1, is an eigenvector for $E$, and spans all eigenvectors for $E$. Physically, the level is nondegenerate.
- `IsLowest` says that every eigenvalue of $H_0$ is at least $E$.
- `IsFirstOrder` says that $f$ is orthogonal to $\psi$ and solves $(H_0-E)f=\langle\psi,V\psi\rangle\psi-V\psi$.

A second theorem, `minimum_eq_secondOrder`, says what the minimum is when $E$ is lowest and a first-order solution $f_1$ exists: it is $\langle\psi,Vf_1\rangle$. For simple $E$ such a solution always exists, and this value is the second-order energy. `IsLeast` means that this value is attained and that no trial vector goes below it. Only here is $V$ assumed symmetric.

For second-order energies of atoms in a finite real orthonormal basis, the criterion tells for which nondegenerate states $J$ can be minimised over all vectors orthogonal to $\psi$. It refers to the matrix in use, so a state that is excited in the full spectrum but lowest in its symmetry block passes the test when $H_0$ and $V$ are the matrices of that block. The minimum is then the full second-order energy if $V$ does not couple the block to the others. Infinite-dimensional Hilbert spaces, continuous spectra and complex Hamiltonians lie beyond the model.

## Completing the square by hand

**The residual is orthogonal to $\psi$.** By symmetry, $\langle\psi,(H_0-E)x\rangle=\langle(H_0-E)\psi,x\rangle=0$ for every $x$.

**A first-order correction exists.** Put $Lx=(H_0-E)x+\langle\psi,x\rangle\psi$. If $Lx=0$, the scalar product with $\psi$ gives $\langle\psi,x\rangle=0$, hence $(H_0-E)x=0$. By simplicity $x=c\psi$, and $c=\langle\psi,x\rangle=0$. So $L$ is injective and, in finite dimension, surjective. Choose $f_1$ with $Lf_1=\langle\psi,V\psi\rangle\psi-V\psi$. The right side is orthogonal to $\psi$, so $\langle\psi,f_1\rangle=0$, and the added term in $L$ drops out:

$$(H_0-E)f_1=\langle\psi,V\psi\rangle\psi-V\psi .$$

**The square.** For $f\perp\psi$ this equation gives $\langle f,(H_0-E)f_1\rangle=-\langle f,V\psi\rangle$, and likewise with $f_1$ in place of $f$. Therefore

$$\begin{aligned}
\langle f-f_1,(H_0-E)(f-f_1)\rangle
&=\langle f,(H_0-E)f\rangle-2\langle f,(H_0-E)f_1\rangle+\langle f_1,(H_0-E)f_1\rangle\\
&=J(f)-\langle f_1,V\psi\rangle .
\end{aligned}$$

**If $E$ is lowest.** Expand $x=\sum_k c_ku_k$ in orthonormal eigenvectors of $H_0$ with eigenvalues $\varepsilon_k$. Then $\langle x,(H_0-E)x\rangle=\sum_k(\varepsilon_k-E)c_k^2\ge0$. Hence $J(f)\ge\langle f_1,V\psi\rangle$, with equality at $f=f_1$. For symmetric $V$ this bound equals $\langle\psi,Vf_1\rangle$.

**If a level lies below.** Let $H_0x=\mu x$ with $x\ne0$ and $\mu<E$. The first step gives $(\mu-E)\langle\psi,x\rangle=0$, so $x$ and all its multiples are trial vectors. With $a=(E-\mu)\langle x,x\rangle>0$,

$$J(tx)=-at^2+2t\langle x,V\psi\rangle ,$$

which tends to $-\infty$ as $t$ grows.

## The Lean file

```lean
import Mathlib

open Matrix

namespace ExcitedStateHylleraas

variable {n : Type*} [Fintype n]

/-- The second-order (Hylleraas) functional `⟨f, (H0 - E) f⟩ + 2 ⟨f, V ψ⟩` of a trial vector `f`. -/
def hylleraas (H0 V : Matrix n n ℝ) (E : ℝ) (ψ f : n → ℝ) : ℝ :=
  f ⬝ᵥ (H0 *ᵥ f - E • f) + 2 * (f ⬝ᵥ (V *ᵥ ψ))

/-- The trial vectors: all vectors orthogonal to the unperturbed state `ψ`. -/
def trialSpace (ψ : n → ℝ) : Set (n → ℝ) := {f | ψ ⬝ᵥ f = 0}

/-- `ψ` is a unit eigenvector of `H0` for `E`, and every eigenvector for `E` is a multiple of it. -/
structure IsSimpleEigenstate (H0 : Matrix n n ℝ) (E : ℝ) (ψ : n → ℝ) : Prop where
  unit : ψ ⬝ᵥ ψ = 1
  eigen : H0 *ᵥ ψ = E • ψ
  simple : ∀ x, H0 *ᵥ x = E • x → ∃ c : ℝ, x = c • ψ

/-- No eigenvalue of `H0` lies below `E`. -/
def IsLowest (H0 : Matrix n n ℝ) (E : ℝ) : Prop :=
  ∀ (μ : ℝ) (x : n → ℝ), x ≠ 0 → H0 *ᵥ x = μ • x → E ≤ μ

/-- `f` is orthogonal to `ψ` and solves the first-order equation
`(H0 - E) f = ⟨ψ, V ψ⟩ ψ - V ψ`. -/
def IsFirstOrder (H0 V : Matrix n n ℝ) (E : ℝ) (ψ f : n → ℝ) : Prop :=
  f ∈ trialSpace ψ ∧ H0 *ᵥ f - E • f = (ψ ⬝ᵥ (V *ᵥ ψ)) • ψ - V *ᵥ ψ

/-- A real symmetric matrix can be moved from one side of the scalar product to the other. -/
theorem symm_dot {A : Matrix n n ℝ} (hA : A.IsSymm) (x y : n → ℝ) :
    x ⬝ᵥ (A *ᵥ y) = y ⬝ᵥ (A *ᵥ x) := by
  rw [Matrix.dotProduct_mulVec, ← Matrix.mulVec_transpose, hA.eq, dotProduct_comm]

/-- For symmetric `H0` with eigenvector `ψ` at `E`, every vector `(H0 - E) x` is orthogonal
to `ψ`. -/
theorem residual_orthogonal {H0 : Matrix n n ℝ} {E : ℝ} {ψ : n → ℝ} (hH : H0.IsSymm)
    (hψ : H0 *ᵥ ψ = E • ψ) (x : n → ℝ) : ψ ⬝ᵥ (H0 *ᵥ x - E • x) = 0 := by
  rw [dotProduct_sub, symm_dot hH ψ x, hψ, dotProduct_smul, dotProduct_smul,
    dotProduct_comm x ψ, sub_self]

/-- For symmetric `H0` and a simple eigenstate `ψ`, ground or excited, the first-order equation
has a solution orthogonal to `ψ`. -/
theorem exists_firstOrder {H0 : Matrix n n ℝ} (V : Matrix n n ℝ) {E : ℝ} {ψ : n → ℝ}
    (hH : H0.IsSymm) (h : IsSimpleEigenstate H0 E ψ) : ∃ f, IsFirstOrder H0 V E ψ f := by
  have hp := residual_orthogonal hH h.eigen
  -- adding the projector on `ψ` removes the kernel of `H0 - E`
  let L : (n → ℝ) →ₗ[ℝ] (n → ℝ) :=
    { toFun := fun x => H0 *ᵥ x - E • x + (ψ ⬝ᵥ x) • ψ
      map_add' := by
        intro x y
        simp only [Matrix.mulVec_add, dotProduct_add]
        module
      map_smul' := by
        intro c x
        simp only [Matrix.mulVec_smul, dotProduct_smul, smul_eq_mul, RingHom.id_apply]
        module }
  have hinj : Function.Injective L := by
    refine (injective_iff_map_eq_zero L).2 fun x hx => ?_
    have hx' : H0 *ᵥ x - E • x + (ψ ⬝ᵥ x) • ψ = 0 := hx
    have h0 : ψ ⬝ᵥ x = 0 := by
      have h1 : ψ ⬝ᵥ (H0 *ᵥ x - E • x + (ψ ⬝ᵥ x) • ψ) = 0 := by rw [hx', dotProduct_zero]
      rw [dotProduct_add, hp, dotProduct_smul, h.unit, smul_eq_mul] at h1
      linarith
    rw [h0, zero_smul, add_zero, sub_eq_zero] at hx'
    obtain ⟨c, rfl⟩ := h.simple x hx'
    rw [dotProduct_smul, h.unit, smul_eq_mul, mul_one] at h0
    rw [h0, zero_smul]
  obtain ⟨f, hf⟩ := LinearMap.injective_iff_surjective.1 hinj
    ((ψ ⬝ᵥ (V *ᵥ ψ)) • ψ - V *ᵥ ψ)
  have hf' : H0 *ᵥ f - E • f + (ψ ⬝ᵥ f) • ψ = (ψ ⬝ᵥ (V *ᵥ ψ)) • ψ - V *ᵥ ψ := hf
  have h0 : ψ ⬝ᵥ f = 0 := by
    have h1 : ψ ⬝ᵥ (H0 *ᵥ f - E • f + (ψ ⬝ᵥ f) • ψ)
        = ψ ⬝ᵥ ((ψ ⬝ᵥ (V *ᵥ ψ)) • ψ - V *ᵥ ψ) := by rw [hf']
    rw [dotProduct_add, hp, dotProduct_smul, h.unit, dotProduct_sub, dotProduct_smul,
      h.unit, smul_eq_mul, smul_eq_mul] at h1
    linarith
  rw [h0, zero_smul, add_zero] at hf'
  exact ⟨f, h0, hf'⟩

/-- For symmetric `H0`, the functional at a trial vector `f` is `⟨f₁, V ψ⟩` plus the quadratic form
of `H0 - E` at the deviation of `f` from a first-order solution `f₁`. -/
theorem complete_square {H0 V : Matrix n n ℝ} {E : ℝ} {ψ f₁ f : n → ℝ} (hH : H0.IsSymm)
    (h₁ : IsFirstOrder H0 V E ψ f₁) (hf : f ∈ trialSpace ψ) :
    hylleraas H0 V E ψ f =
      f₁ ⬝ᵥ (V *ᵥ ψ) + (f - f₁) ⬝ᵥ (H0 *ᵥ (f - f₁) - E • (f - f₁)) := by
  have p : f ⬝ᵥ ψ = 0 := (dotProduct_comm f ψ).trans hf
  have p₁ : f₁ ⬝ᵥ ψ = 0 := (dotProduct_comm f₁ ψ).trans h₁.1
  -- the first-order equation, projected on `f` and on `f₁`
  have e : f ⬝ᵥ (H0 *ᵥ f₁ - E • f₁) = f ⬝ᵥ ((ψ ⬝ᵥ (V *ᵥ ψ)) • ψ - V *ᵥ ψ) := by rw [h₁.2]
  have e₁ : f₁ ⬝ᵥ (H0 *ᵥ f₁ - E • f₁) = f₁ ⬝ᵥ ((ψ ⬝ᵥ (V *ᵥ ψ)) • ψ - V *ᵥ ψ) := by
    rw [h₁.2]
  simp only [dotProduct_sub, dotProduct_smul, smul_eq_mul, p, p₁, mul_zero] at e e₁
  simp only [hylleraas, Matrix.mulVec_sub, smul_sub, dotProduct_sub, sub_dotProduct,
    dotProduct_smul, smul_eq_mul]
  linear_combination 2 * e - e₁ - symm_dot hH f f₁ + E * dotProduct_comm f f₁

/-- If no eigenvalue of the symmetric matrix `H0` lies below `E`, the quadratic form of `H0 - E`
is nonnegative. -/
theorem form_nonneg {H0 : Matrix n n ℝ} {E : ℝ} (hH : H0.IsSymm) (hE : IsLowest H0 E)
    (x : n → ℝ) : 0 ≤ x ⬝ᵥ (H0 *ᵥ x - E • x) := by
  classical
  have hAx : ∀ y, (H0 - E • (1 : Matrix n n ℝ)) *ᵥ y = H0 *ᵥ y - E • y := by
    intro y
    rw [Matrix.sub_mulVec, Matrix.smul_mulVec, Matrix.one_mulVec]
  have hA : (H0 - E • (1 : Matrix n n ℝ)).IsHermitian := by
    unfold Matrix.IsHermitian
    rw [Matrix.conjTranspose_eq_transpose_of_trivial, Matrix.transpose_sub,
      Matrix.transpose_smul, Matrix.transpose_one, hH.eq]
  -- each eigenvalue of `H0 - E` is an eigenvalue of `H0` minus `E`
  have hP : (H0 - E • (1 : Matrix n n ℝ)).PosSemidef := by
    refine hA.posSemidef_iff_eigenvalues_nonneg.2 fun i => ?_
    have hv := hA.mulVec_eigenvectorBasis i
    have hne : (hA.eigenvectorBasis i).ofLp ≠ 0 := by
      intro h0
      apply hA.eigenvectorBasis.orthonormal.ne_zero i
      ext j
      exact congrFun h0 j
    have hle := hE (hA.eigenvalues i + E) _ hne (by
      rw [add_smul, ← hv, hAx, sub_add_cancel])
    show (0 : ℝ) ≤ hA.eigenvalues i
    linarith
  have h := hP.dotProduct_mulVec_nonneg x
  rwa [hAx, star_trivial] at h

/-- For symmetric `H0` and `V`, if no eigenvalue of `H0` lies below `E`, the minimum of the
functional over the trial space is `⟨ψ, V f₁⟩`, for any first-order solution `f₁`. When `ψ` is a
simple eigenstate of `H0` at `E`, this is its second-order energy. -/
theorem minimum_eq_secondOrder {H0 V : Matrix n n ℝ} {E : ℝ} {ψ f₁ : n → ℝ} (hH : H0.IsSymm)
    (hV : V.IsSymm) (hE : IsLowest H0 E) (h₁ : IsFirstOrder H0 V E ψ f₁) :
    IsLeast (hylleraas H0 V E ψ '' trialSpace ψ) (ψ ⬝ᵥ (V *ᵥ f₁)) := by
  rw [symm_dot hV ψ f₁]
  constructor
  · refine ⟨f₁, h₁.1, ?_⟩
    rw [complete_square hH h₁ h₁.1, sub_self, zero_dotProduct, add_zero]
  · rintro _ ⟨f, hf, rfl⟩
    rw [complete_square hH h₁ hf]
    linarith [form_nonneg hH hE (f - f₁)]

/-- For symmetric `H0` with eigenvector `ψ` at `E`, an eigenvector `x` with eigenvalue below `E`
is a trial vector, and the functional takes arbitrarily low values on its multiples. -/
theorem collapse {H0 : Matrix n n ℝ} (V : Matrix n n ℝ) {E μ : ℝ} {ψ x : n → ℝ}
    (hH : H0.IsSymm) (hψ : H0 *ᵥ ψ = E • ψ) (hx0 : x ≠ 0) (hx : H0 *ᵥ x = μ • x)
    (hμ : μ < E) :
    x ∈ trialSpace ψ ∧ ∀ m : ℝ, ∃ t : ℝ, hylleraas H0 V E ψ (t • x) < m := by
  constructor
  · have h := residual_orthogonal hH hψ x
    rw [hx, ← sub_smul, dotProduct_smul, smul_eq_mul] at h
    exact (mul_eq_zero.1 h).resolve_left (sub_ne_zero.2 hμ.ne)
  · intro m
    have hs : 0 < x ⬝ᵥ x :=
      lt_of_le_of_ne (Finset.sum_nonneg fun i _ => mul_self_nonneg (x i))
        (Ne.symm (mt dotProduct_self_eq_zero.1 hx0))
    have hJ : ∀ t : ℝ, hylleraas H0 V E ψ (t • x)
        = -((E - μ) * (x ⬝ᵥ x)) * t ^ 2 + 2 * t * (x ⬝ᵥ (V *ᵥ ψ)) := by
      intro t
      simp only [hylleraas, Matrix.mulVec_smul, hx, dotProduct_sub, smul_dotProduct,
        dotProduct_smul, smul_eq_mul]
      ring
    have ha : 0 < (E - μ) * (x ⬝ᵥ x) := mul_pos (sub_pos.2 hμ) hs
    generalize (E - μ) * (x ⬝ᵥ x) = a at hJ ha
    by_contra hcon
    have hall : ∀ t : ℝ, m ≤ hylleraas H0 V E ψ (t • x) :=
      fun t => le_of_not_gt fun ht => hcon ⟨t, ht⟩
    -- the linear term cancels between `T` and `-T`
    obtain ⟨T, hT⟩ : ∃ T : ℝ, T = (|m| + 1) / a + 1 := ⟨_, rfl⟩
    have hT1 : 1 ≤ T := by
      have : 0 ≤ (|m| + 1) / a := by positivity
      linarith
    have haT : a * T = |m| + 1 + a := by
      rw [hT]
      field_simp
    have h1 := hall T
    have h2 := hall (-T)
    rw [hJ] at h1 h2
    have h3 : a * T ≤ a * T * T := le_mul_of_one_le_right (by positivity) hT1
    nlinarith [neg_abs_le m]

/-- For symmetric `H0` and a simple eigenstate `ψ` at `E`, the second-order functional is bounded
below on the vectors orthogonal to `ψ` if and only if no eigenvalue of `H0` lies below `E`. -/
theorem bddBelow_iff_isLowest {H0 : Matrix n n ℝ} (V : Matrix n n ℝ) {E : ℝ} {ψ : n → ℝ}
    (hH : H0.IsSymm) (h : IsSimpleEigenstate H0 E ψ) :
    BddBelow (hylleraas H0 V E ψ '' trialSpace ψ) ↔ IsLowest H0 E := by
  constructor
  · rintro ⟨m, hm⟩ μ x hx0 hx
    by_contra hlt
    obtain ⟨hxψ, hlow⟩ := collapse V hH h.eigen hx0 hx (lt_of_not_ge hlt)
    obtain ⟨t, ht⟩ := hlow m
    have htx : t • x ∈ trialSpace ψ := by
      show ψ ⬝ᵥ (t • x) = 0
      rw [dotProduct_smul, show ψ ⬝ᵥ x = 0 from hxψ, smul_zero]
    exact absurd (hm ⟨t • x, htx, rfl⟩) (not_le_of_gt ht)
  · intro hE
    obtain ⟨f₁, h₁⟩ := exists_firstOrder V hH h
    refine ⟨f₁ ⬝ᵥ (V *ᵥ ψ), ?_⟩
    rintro _ ⟨f, hf, rfl⟩
    rw [complete_square hH h₁ hf]
    linarith [form_nonneg hH hE (f - f₁)]

/-- The upper state of the two-level system with energies 0 and 1 is a simple eigenstate, and with
an off-diagonal coupling its second-order functional is unbounded below. -/
theorem excited_witness :
    (!![0, 0; 0, 1] : Matrix (Fin 2) (Fin 2) ℝ).IsSymm ∧
    IsSimpleEigenstate !![0, 0; 0, 1] 1 ![0, 1] ∧
    ¬ BddBelow (hylleraas !![0, 0; 0, 1] !![0, 1; 1, 0] 1 ![0, 1] '' trialSpace ![0, 1]) := by
  have hH : (!![0, 0; 0, 1] : Matrix (Fin 2) (Fin 2) ℝ).IsSymm := by
    ext i j
    fin_cases i <;> fin_cases j <;> rfl
  have hs : IsSimpleEigenstate !![0, 0; 0, 1] 1 ![0, 1] := by
    refine ⟨by simp [dotProduct, Fin.sum_univ_two], ?_, fun x hx => ⟨x 1, ?_⟩⟩
    · ext i
      fin_cases i <;> simp [Matrix.mulVec, dotProduct, Fin.sum_univ_two]
    · have h0 : x 0 = 0 := by
        have h := congrFun hx 0
        simp [Matrix.mulVec, dotProduct, Fin.sum_univ_two] at h
        linarith
      ext i
      fin_cases i <;> simp [h0]
  refine ⟨hH, hs, ?_⟩
  rw [bddBelow_iff_isLowest _ hH hs]
  intro hlow
  have h := hlow 0 ![1, 0] (fun h => by simpa using congrFun h 0) (by
    ext i
    fin_cases i <;> simp [Matrix.mulVec, dotProduct, Fin.sum_univ_two])
  norm_num at h

/-- Simplicity cannot be dropped: for `H0 = 0` on two states, `E = 0` is the lowest eigenvalue and
`ψ = (1, 0)` an eigenvector, yet an off-diagonal coupling makes the functional unbounded below. -/
theorem degenerate_unbounded :
    IsLowest (0 : Matrix (Fin 2) (Fin 2) ℝ) 0 ∧
    (0 : Matrix (Fin 2) (Fin 2) ℝ) *ᵥ ![1, 0] = (0 : ℝ) • ![1, 0] ∧
    ¬ BddBelow (hylleraas 0 !![0, 1; 1, 0] 0 ![1, 0] '' trialSpace ![1, 0]) := by
  refine ⟨fun μ x hx h => ?_, by rw [Matrix.zero_mulVec, zero_smul], ?_⟩
  · have h' : μ • x = 0 := by rw [← h, Matrix.zero_mulVec]
    exact ((smul_eq_zero.1 h').resolve_right hx).ge
  · rintro ⟨m, hm⟩
    have hmem : ![0, m / 2 - 1] ∈ trialSpace ![1, 0] := by
      simp [trialSpace, dotProduct, Fin.sum_univ_two]
    have h := hm ⟨_, hmem, rfl⟩
    simp [hylleraas, Matrix.mulVec, dotProduct, Fin.sum_univ_two] at h
    linarith

end ExcitedStateHylleraas
```

```lean
#print axioms ExcitedStateHylleraas.minimum_eq_secondOrder
#print axioms ExcitedStateHylleraas.bddBelow_iff_isLowest
#print axioms ExcitedStateHylleraas.degenerate_unbounded
```

```
'ExcitedStateHylleraas.minimum_eq_secondOrder' depends on axioms: [propext, Classical.choice, Quot.sound]
'ExcitedStateHylleraas.bddBelow_iff_isLowest' depends on axioms: [propext, Classical.choice, Quot.sound]
'ExcitedStateHylleraas.degenerate_unbounded' depends on axioms: [propext, Classical.choice, Quot.sound]
```

## From the hand derivation to the lemmas

`symm_dot` moves a symmetric matrix across the scalar product, and `residual_orthogonal` is the first step above.

`exists_firstOrder` defines the map $L$ as a linear map. The block `hinj` is the injectivity argument, and `LinearMap.injective_iff_surjective` supplies the preimage $f_1$. The last `h0` shows that $f_1$ is orthogonal to $\psi$.

In `complete_square`, `e` and `e₁` are the first-order equation projected on $f$ and on $f_1$. After `simp only` has expanded both sides, `linear_combination` adds these equations with coefficients 2 and $-1$, together with the symmetry of $H_0$ and of the scalar product.

`form_nonneg` applies the spectral theorem to $H_0-E$. An eigenvector of this matrix with eigenvalue $\lambda$ is an eigenvector of $H_0$ with eigenvalue $\lambda+E$, so `IsLowest` gives $\lambda\ge0$. Mathlib's `posSemidef_iff_eigenvalues_nonneg` turns this into nonnegativity of the quadratic form. `minimum_eq_secondOrder` then combines the square with this sign.

`collapse` replaces the limit by an explicit choice. Suppose $J(tx)\ge m$ for all $t$. Adding the inequalities for $T$ and $-T$ removes the linear term and leaves $m\le-aT^2$. For $T=(|m|+1)/a+1$ we have $T\ge1$, so $aT^2\ge aT=|m|+1+a>|m|$, a contradiction, which `nlinarith` finds.

`bddBelow_iff_isLowest` joins the two halves. A lower bound together with an eigenvalue below $E$ contradicts `collapse`; in the other direction, $\langle f_1,V\psi\rangle$ is the lower bound.

## Two small systems

`excited_witness` is the two-level system of the opening. It checks that the upper state is a simple eigenstate and obtains unboundedness from the equivalence, since $(1,0)$ is an eigenvector with eigenvalue $0<1$.

`degenerate_unbounded` shows that being an eigenvector for the lowest eigenvalue is not sufficient for a lower bound. With $H_0=0$, $E=0$, $\psi=(1,0)$ and an off-diagonal coupling of strength 1, the functional at $(0,s)$ is $2s$. The Lean proof takes $s=m/2-1$, which gives $m-2$, below any proposed bound $m$. Here the perturbation couples $\psi$ to its degenerate partner, and there is no quadratic term to hold the linear one.
